# Undamped closed-shell SCF for two electrons on two equivalent sites with U, t > 0: convergence for U ≤ 2t, charge sloshing from any polarized start for U > 2t

Two electrons share two equivalent sites, and a trial density puts a little more charge on one of them; the mean-field repulsion then pushes the next orbital towards the other site, and the one after that back again. Whether this back-and-forth dies out when the SCF cycle is run without damping depends on the on-site repulsion $U$ and the hopping $t$.

```lean
import Mathlib

open Filter Topology Matrix

namespace TwoSiteChargeSloshing

noncomputable section

/-- The closed-shell Fock matrix of two sites with on-site repulsion `U`, hopping `t`
and site occupations `1 + m` and `1 - m`. -/
def fock (U t m : ℝ) : Matrix (Fin 2) (Fin 2) ℝ :=
  !![U * (1 + m) / 2, -t; -t, U * (1 - m) / 2]

/-- A real orbital `c` is a ground orbital of `F` if it is normalized and is an eigenvector
of `F` whose eigenvalue is the lowest one. -/
def IsGroundOrbital (F : Matrix (Fin 2) (Fin 2) ℝ) (c : Fin 2 → ℝ) : Prop :=
  c 0 ^ 2 + c 1 ^ 2 = 1 ∧ ∃ E : ℝ, F *ᵥ c = E • c ∧
    ∀ (E' : ℝ) (d : Fin 2 → ℝ), d ≠ 0 → F *ᵥ d = E' • d → E ≤ E'

/-- The undamped SCF update of the polarization `m`, for `U * m` and `t` not both zero. -/
def scfStep (U t m : ℝ) : ℝ := -(U * m) / √(U ^ 2 * m ^ 2 + 4 * t ^ 2)

/-- The amplitude `√(1 - 4t²/U²)`, for `U > 0` and `2t ≤ U` with `t ≥ 0`. -/
def sloshAmplitude (U t : ℝ) : ℝ := √(1 - 4 * t ^ 2 / U ^ 2)

/-- The quantity `rⁿ + m² (1 + r + ... + rⁿ⁻¹)` that controls the `n`-th SCF iterate. -/
def scfDenom (r m : ℝ) (n : ℕ) : ℝ := r ^ n + m ^ 2 * ∑ k ∈ Finset.range n, r ^ k

/-- For `t > 0`, the polarization of a ground orbital of the Fock matrix built from `m`
is the SCF update of `m`. -/
theorem polarization_of_groundOrbital {U t m : ℝ} (ht : 0 < t) {c : Fin 2 → ℝ}
    (hc : IsGroundOrbital (fock U t m) c) : c 0 ^ 2 - c 1 ^ 2 = scfStep U t m := by
  obtain ⟨hn, E, hE, hmin⟩ := hc
  have h0 : U * (1 + m) / 2 * c 0 - t * c 1 = E * c 0 := by
    have := congrFun hE 0
    simp [fock, Matrix.mulVec, dotProduct, Fin.sum_univ_two] at this
    linarith
  have h1 : -t * c 0 + U * (1 - m) / 2 * c 1 = E * c 1 := by
    have := congrFun hE 1
    simp [fock, Matrix.mulVec, dotProduct, Fin.sum_univ_two] at this
    linarith
  -- the orthogonal orbital has energy U - E, so E is the lower of the two
  have hle : E ≤ U - E := by
    apply hmin (U - E) ![-c 1, c 0]
    · intro hd
      have d0 : -c 1 = 0 := congrFun hd 0
      have d1 : c 0 = 0 := congrFun hd 1
      have d2 : c 1 = 0 := by linarith
      rw [d1, d2] at hn
      norm_num at hn
    · ext i
      fin_cases i
      · simp [fock, Matrix.mulVec, dotProduct, Fin.sum_univ_two]
        linarith
      · simp [fock, Matrix.mulVec, dotProduct, Fin.sum_univ_two]
        linarith
  -- the gap between the two levels
  have hsq : U ^ 2 * m ^ 2 + 4 * t ^ 2 = (U - 2 * E) ^ 2 := by
    linear_combination 4 * (c 0 * (U * m / 2 * h0 - t * h1 + (E - U / 2) * h0)
      + c 1 * (-t * h0 - U * m / 2 * h1 + (E - U / 2) * h1))
      - 4 * ((U * m / 2) ^ 2 + t ^ 2 - (E - U / 2) ^ 2) * hn
  have hgap : U - 2 * E ≠ 0 := by
    intro h
    have hp : 0 < U ^ 2 * m ^ 2 + 4 * t ^ 2 := by positivity
    rw [hsq, h] at hp
    norm_num at hp
  symm
  rw [scfStep, hsq, Real.sqrt_sq (by linarith), div_eq_iff hgap]
  linear_combination -2 * (c 0 * h0 - c 1 * h1) + U * m * hn

/-- The controlling quantity is positive when `r > 0`. -/
theorem scfDenom_pos {r : ℝ} (hr : 0 < r) (m : ℝ) (n : ℕ) : 0 < scfDenom r m n := by
  have hs : 0 ≤ ∑ k ∈ Finset.range n, r ^ k :=
    Finset.sum_nonneg fun k _ => (pow_pos hr k).le
  exact add_pos_of_pos_of_nonneg (pow_pos hr n) (mul_nonneg (sq_nonneg m) hs)

/-- For `U, t > 0`, one SCF update of `x / √D` with `D > 0` gives
`-x / √(r D + x²)`, where `r = 4t²/U²`. -/
theorem scfStep_div_sqrt {U t D : ℝ} (hU : 0 < U) (ht : 0 < t) (hD : 0 < D) (x : ℝ) :
    scfStep U t (x / √D) = -x / √(4 * t ^ 2 / U ^ 2 * D + x ^ 2) := by
  have hs : 0 < √D := Real.sqrt_pos.2 hD
  have hq : 0 < √(4 * t ^ 2 / U ^ 2 * D + x ^ 2) := Real.sqrt_pos.2 (by positivity)
  have key : U ^ 2 * (x / √D) ^ 2 + 4 * t ^ 2
      = (U / √D) ^ 2 * (4 * t ^ 2 / U ^ 2 * D + x ^ 2) := by
    rw [div_pow, div_pow, Real.sq_sqrt hD.le]
    field_simp
    ring
  rw [scfStep, key, Real.sqrt_mul (sq_nonneg _), Real.sqrt_sq (by positivity),
    div_eq_div_iff (by positivity) hq.ne']
  ring

/-- Exact solution of the SCF iteration for `U, t > 0`: after `n` steps the polarization is
`(-1)ⁿ m / √(rⁿ + m² (1 + ... + rⁿ⁻¹))` with `r = 4t²/U²`. -/
theorem scf_iterate {U t : ℝ} (hU : 0 < U) (ht : 0 < t) (m : ℝ) (n : ℕ) :
    (scfStep U t)^[n] m = (-1) ^ n * m / √(scfDenom (4 * t ^ 2 / U ^ 2) m n) := by
  induction n with
  | zero => simp [scfDenom]
  | succ n ih =>
    have hsign : ((-1 : ℝ) ^ n) ^ 2 = 1 := by
      rw [← pow_mul, mul_comm, pow_mul]
      norm_num
    have hden : 4 * t ^ 2 / U ^ 2 * scfDenom (4 * t ^ 2 / U ^ 2) m n + ((-1) ^ n * m) ^ 2
        = scfDenom (4 * t ^ 2 / U ^ 2) m (n + 1) := by
      rw [mul_pow, hsign, scfDenom, scfDenom, geom_sum_succ]
      ring
    rw [Function.iterate_succ_apply', ih,
      scfStep_div_sqrt hU ht (scfDenom_pos (by positivity) m n), hden]
    congr 1
    ring

/-- For `U, t > 0` and `U ≤ 2t`, the SCF iteration converges to the unpolarized state
`m = 0` from every start. -/
theorem scf_tendsto_zero {U t : ℝ} (hU : 0 < U) (ht : 0 < t) (h : U ≤ 2 * t) (m : ℝ) :
    Tendsto (fun n => (scfStep U t)^[n] m) atTop (𝓝 0) := by
  by_cases hm : m = 0
  · simp [scf_iterate hU ht, hm]
  have hr : 1 ≤ 4 * t ^ 2 / U ^ 2 := by
    rw [le_div_iff₀ (by positivity)]
    nlinarith
  -- the denominator grows at least linearly under the root
  have hD : Tendsto (scfDenom (4 * t ^ 2 / U ^ 2) m) atTop atTop := by
    refine tendsto_atTop_mono (fun n => ?_)
      (Tendsto.const_mul_atTop (show 0 < m ^ 2 by positivity) tendsto_natCast_atTop_atTop)
    have hsum : (n : ℝ) ≤ ∑ k ∈ Finset.range n, (4 * t ^ 2 / U ^ 2) ^ k := by
      calc (n : ℝ) = ∑ k ∈ Finset.range n, (1 : ℝ) := by simp
        _ ≤ _ := Finset.sum_le_sum fun k _ => one_le_pow₀ hr
    have h1 := mul_le_mul_of_nonneg_left hsum (sq_nonneg m)
    have h2 : 0 < (4 * t ^ 2 / U ^ 2) ^ n := by positivity
    unfold scfDenom
    linarith
  refine squeeze_zero_norm (fun n => ?_)
    ((Real.tendsto_sqrt_atTop.comp hD).const_div_atTop |m|)
  rw [scf_iterate hU ht]
  simp [abs_of_nonneg (Real.sqrt_nonneg _)]

/-- For `t > 0` and `U > 2t`, the polarizations `±√(1 - 4t²/U²)` are nonzero and the SCF
update exchanges them. -/
theorem scf_two_cycle {U t : ℝ} (ht : 0 < t) (h : 2 * t < U) :
    0 < sloshAmplitude U t ∧ scfStep U t (sloshAmplitude U t) = -sloshAmplitude U t ∧
      scfStep U t (-sloshAmplitude U t) = sloshAmplitude U t := by
  have hU : 0 < U := by linarith
  have hr : 4 * t ^ 2 / U ^ 2 < 1 := by
    rw [div_lt_one (by positivity)]
    nlinarith
  have hsq : U ^ 2 * sloshAmplitude U t ^ 2 + 4 * t ^ 2 = U ^ 2 := by
    rw [sloshAmplitude, Real.sq_sqrt (by linarith), mul_sub,
      mul_div_cancel₀ _ (pow_ne_zero 2 hU.ne')]
    ring
  refine ⟨Real.sqrt_pos.2 (by linarith), ?_, ?_⟩
  · rw [scfStep, hsq, Real.sqrt_sq hU.le, div_eq_iff hU.ne']
    ring
  · rw [scfStep, neg_sq, hsq, Real.sqrt_sq hU.le, div_eq_iff hU.ne']
    ring

/-- For `t > 0` and `U > 2t`, the SCF iteration from any nonzero start reverses the sign of
the polarization at every step, and its magnitude converges to `√(1 - 4t²/U²)`. -/
theorem scf_sloshing {U t m : ℝ} (ht : 0 < t) (h : 2 * t < U) (hm : m ≠ 0) :
    (∀ n, (scfStep U t)^[n + 1] m * (scfStep U t)^[n] m < 0) ∧
      Tendsto (fun n => |(scfStep U t)^[n] m|) atTop (𝓝 (sloshAmplitude U t)) := by
  have hU : 0 < U := by linarith
  have hr0 : 0 < 4 * t ^ 2 / U ^ 2 := by positivity
  have hr : 4 * t ^ 2 / U ^ 2 < 1 := by
    rw [div_lt_one (by positivity)]
    nlinarith
  constructor
  · intro n
    have hx : (scfStep U t)^[n] m ≠ 0 := by
      rw [scf_iterate hU ht]
      exact div_ne_zero (mul_ne_zero (pow_ne_zero _ (by norm_num)) hm)
        (Real.sqrt_pos.2 (scfDenom_pos hr0 m n)).ne'
    rw [Function.iterate_succ_apply']
    generalize (scfStep U t)^[n] m = x at hx
    have hp : 0 < U * x ^ 2 / √(U ^ 2 * x ^ 2 + 4 * t ^ 2) := by positivity
    have he : scfStep U t x * x = -(U * x ^ 2 / √(U ^ 2 * x ^ 2 + 4 * t ^ 2)) := by
      rw [scfStep]
      ring
    linarith
  · -- the geometric series fixes the limiting magnitude
    have hD : Tendsto (scfDenom (4 * t ^ 2 / U ^ 2) m) atTop
        (𝓝 (0 + m ^ 2 * (1 - 4 * t ^ 2 / U ^ 2)⁻¹)) :=
      (tendsto_pow_atTop_nhds_zero_of_lt_one hr0.le hr).add
        ((hasSum_geometric_of_lt_one hr0.le hr).tendsto_sum_nat.const_mul (m ^ 2))
    have ha : 0 < √(1 - 4 * t ^ 2 / U ^ 2) := Real.sqrt_pos.2 (by linarith)
    have hm' : 0 < |m| := abs_pos.2 hm
    have hroot : √(0 + m ^ 2 * (1 - 4 * t ^ 2 / U ^ 2)⁻¹)
        = |m| * (√(1 - 4 * t ^ 2 / U ^ 2))⁻¹ := by
      rw [zero_add, Real.sqrt_mul (sq_nonneg m), Real.sqrt_sq_eq_abs, Real.sqrt_inv]
    have hS := (Real.continuous_sqrt.tendsto _).comp hD
    rw [hroot] at hS
    have hlim := (tendsto_const_nhds (x := |m|)).div hS (by positivity)
    have hval : |m| / (|m| * (√(1 - 4 * t ^ 2 / U ^ 2))⁻¹) = sloshAmplitude U t := by
      rw [sloshAmplitude, div_eq_iff (by positivity), mul_left_comm,
        mul_inv_cancel₀ ha.ne', mul_one]
    rw [hval] at hlim
    refine hlim.congr fun n => ?_
    rw [scf_iterate hU ht]
    simp [abs_div, abs_mul, abs_of_nonneg (Real.sqrt_nonneg _)]

end

end TwoSiteChargeSloshing
```

```lean
#print axioms TwoSiteChargeSloshing.polarization_of_groundOrbital
#print axioms TwoSiteChargeSloshing.scf_tendsto_zero
#print axioms TwoSiteChargeSloshing.scf_two_cycle
#print axioms TwoSiteChargeSloshing.scf_sloshing
```

```
'TwoSiteChargeSloshing.polarization_of_groundOrbital' depends on axioms: [propext, Classical.choice, Quot.sound]
'TwoSiteChargeSloshing.scf_tendsto_zero' depends on axioms: [propext, Classical.choice, Quot.sound]
'TwoSiteChargeSloshing.scf_two_cycle' depends on axioms: [propext, Classical.choice, Quot.sound]
'TwoSiteChargeSloshing.scf_sloshing' depends on axioms: [propext, Classical.choice, Quot.sound]
```

## Two electrons, one number

The sites are labelled 0 and 1, as in Lean, and carry $1+m$ and $1-m$ electrons. Their one-electron energies are equal and set to zero. The polarization $m$ is the only variable of the density. In a closed shell, half of each site's charge has either spin, and an electron is repelled only by the charge of opposite spin on its site. The Fock matrix, `fock U t m`, is therefore

$$F=\begin{pmatrix} U(1+m)/2 & -t\\ -t & U(1-m)/2\end{pmatrix}.$$

The next density comes from doubly occupying the lowest orbital $c=(c_0,c_1)$. Since $c_0^2+c_1^2=1$, site 0 receives $2c_0^2 = 1+(c_0^2-c_1^2)$ electrons, so the new polarization is $c_0^2-c_1^2$. The predicate `IsGroundOrbital` says that $c$ is real and normalized, that $Fc=Ec$ for some $E$, and that no eigenvalue of $F$ with a nonzero real eigenvector lies below $E$.

The theorem `polarization_of_groundOrbital` states that, for $t>0$, every such orbital has the polarization

$$f(m)=-\frac{Um}{\sqrt{U^2m^2+4t^2}},$$

which is `scfStep U t m`. The theorem takes a ground orbital as given; that a real symmetric matrix has one is standard linear algebra.

The remaining theorems concern the iterates $m_n$ of $f$ from a start $m_0=m$, written `(scfStep U t)^[n] m`. The start may be any real number, although only $|m|\le 1$ describes a density.

- `scf_tendsto_zero`: if $U,t>0$ and $U\le 2t$, then $m_n\to 0$ from every start.
- `scf_two_cycle`: if $t>0$ and $U>2t$, the amplitude $a=\sqrt{1-4t^2/U^2}$ is positive, and $f$ exchanges $a$ and $-a$.
- `scf_sloshing`: under the same conditions and with $m\ne0$, consecutive iterates have opposite signs and $|m_n|\to a$.

For $U,t>0$ the map $f$ reverses the sign of every nonzero $m$, so $m=0$ is its only fixed point. A self-consistent density thus exists on both sides of the threshold, and for $U>2t$ the iteration misses it from every start except $m=0$. In this one-parameter model, an oscillating SCF run is no sign that a solution is lacking. The threshold $U=2t$ is derived for two sites of equal one-electron energy with on-site repulsion only, the same orbital for both spins and no mixing of densities; it is not a general criterion for other systems or other SCF schemes.

## The update from the eigenvalue equations

The two rows of $Fc=Ec$ read

$$\tfrac{U(1+m)}2c_0-tc_1=Ec_0,\qquad -tc_0+\tfrac{U(1-m)}2c_1=Ec_1.$$

These are `h0` and `h1` in the proof. The trace of $F$ is $U$, and substituting the rows shows that the orthogonal orbital $(-c_1,c_0)$ is an eigenvector with energy $U-E$. Since $E$ is the lowest eigenvalue, $E\le U-E$, which is `hle`.

Next, subtract the mean level: $A=F-\tfrac U2 I$ has diagonal $\pm Um/2$ and off-diagonal $-t$, so $A^2=(U^2m^2/4+t^2)I$. Applying $A$ twice to $c$ gives $(E-U/2)^2=U^2m^2/4+t^2$, or

$$(U-2E)^2=U^2m^2+4t^2.$$

This is `hsq`, obtained in Lean as a linear combination of the two rows and the normalization. Because $U-2E\ge0$, the positive root applies: $U-2E=\sqrt{U^2m^2+4t^2}$. It is nonzero because $t>0$.

Finally, multiply the first row by $c_0$ and the second by $c_1$, and subtract. The hopping terms cancel, leaving

$$\tfrac U2(c_0^2-c_1^2)+\tfrac{Um}2(c_0^2+c_1^2)=E(c_0^2-c_1^2).$$

With the normalization, $(U-2E)(c_0^2-c_1^2)=-Um$, and division by the gap gives $f(m)$. The last `linear_combination` does this step.

The factor $\tfrac12$ on the diagonal is easily lost. If each electron is made to feel the full site charge $1\pm m$, it is also repelled by the charge of its own spin; $U$ is then replaced by $2U$ in the update, and the threshold moves to $U=t$.

## An exact formula for every iterate

Let $U,t>0$ and put $r=4t^2/U^2$. For $m\neq0$, squaring and inverting the update gives

$$\frac1{f(m)^2}=1+\frac r{m^2},$$

so the inverse square of the polarization follows an affine recursion. Write $m_n^2=m^2/D_n$ with $D_0=1$. The recursion becomes $D_{n+1}=rD_n+m^2$, with the solution

$$D_n=r^n+m^2\sum_{k=0}^{n-1}r^k,\qquad m_n=\frac{(-1)^n m}{\sqrt{D_n}}.$$

The sum is empty for $n=0$, and the formula for $m_n$ also holds for $m=0$.

In Lean, $D_n$ is `scfDenom r m n`, and `scfDenom_pos` shows that it is positive for $r>0$. The lemma `scfStep_div_sqrt` performs one step, taking $x/\sqrt D$ to $-x/\sqrt{rD+x^2}$. The theorem `scf_iterate` then runs the induction; `geom_sum_succ` supplies $\sum_{k=0}^{n}r^k=r\sum_{k=0}^{n-1}r^k+1$, and multiplying this by $m^2$ and adding $r^{n+1}$ gives the recursion for $D_n$.

## Decay up to and including U = 2t

If $0<U\le2t$, then $r\ge1$ and each term of the sum is at least 1. Hence $D_n\ge n\,m^2$, and for $m\ne0$ and $n\ge1$

$$|m_n|=\frac{|m|}{\sqrt{D_n}}\le\frac1{\sqrt n}\to0.$$

The proof treats $m=0$ separately, shows that $D_n\to\infty$ by comparison with $n\,m^2$ (`hsum`, `hD`), and concludes with `squeeze_zero_norm`. At the boundary $r=1$ the formula reads $m_n=(-1)^nm/\sqrt{1+nm^2}$: the iteration converges, but only algebraically.

The condition $U>0$ matters here. Take the attractive case $U=-10$, $t=3$, where $U\le2t$ certainly holds. Then

$$f(0.8)=\frac{8}{\sqrt{64+36}}=0.8,$$

so the iteration stays at $0.8$ and does not tend to 0. Attraction draws the next orbital to the site that already has more charge.

## Persistent oscillation above U = 2t

If $U>2t$, then $0<r<1$ and $a=\sqrt{1-r}>0$. At $m=\pm a$ the root in the update simplifies, because

$$U^2a^2+4t^2=U^2-4t^2+4t^2=U^2,$$

so $f(\pm a)=\mp Ua/U=\mp a$. This identity is `hsq` in `scf_two_cycle`. For $U=10$ and $t=3$ the cycle is $0.8\to-0.8\to0.8$: the site occupations alternate between $1.8$ and $0.2$.

For a general start $m\ne0$, no iterate vanishes, and

$$m_{n+1}m_n=-\frac{Um_n^2}{\sqrt{U^2m_n^2+4t^2}}<0,$$

which is the first half of `scf_sloshing`. For the second half, $r^n\to0$ and the geometric series sums to $1/(1-r)$, so $D_n\to m^2/(1-r)$ and

$$|m_n|=\frac{|m|}{\sqrt{D_n}}\to\sqrt{1-r}=a.$$

Lean takes the series from `hasSum_geometric_of_lt_one`, passes the limit through the square root by continuity, and simplifies the quotient in `hval`. The size of the initial polarization drops out of the limit: however small the nonzero start, the oscillation approaches the same amplitude. Only the start $m=0$ escapes it, since there $f(0)=0$.
